# A Ginzburg–Landau current state with k² > 1/3 passes the single-mode stability test only in short cells

Whether a current-carrying state is stable can depend on which disturbances are admitted. Here they are single-mode modulations, measured in a frame that turns with the phase of the unperturbed order parameter. The order parameter $\psi$ is one-dimensional, with no magnetic field, and has the energy

$$E=\int_0^L\Big(|\psi'|^2+\tfrac12(1-|\psi|^2)^2\Big)dx .$$

Length is in units of the coherence length, and $|\psi|=1$ is the uniform equilibrium without current.

```lean
import Mathlib

open Matrix

namespace CurrentStateStability

noncomputable section

/-- Ginzburg-Landau energy of the order parameter `ψ` on the cell `[0, L]`, in reduced units. -/
def glEnergy (L : ℝ) (ψ : ℝ → ℂ) : ℝ :=
  ∫ x in (0 : ℝ)..L, (‖deriv ψ x‖ ^ 2 + (1 - ‖ψ x‖ ^ 2) ^ 2 / 2)
```

The current state is $fe^{ikx}$ with $f=\sqrt{1-k^2}$. In `condensate`, $\psi=e^{ikx}(X+iY)$; in `modulated`, $X=f+a\cos qx$ and $Y=b\sin qx$, with real amplitudes $a$ and $b$.

```lean
/-- Order parameter with components `X`, `Y` in the frame that rotates with the phase `k x`. -/
def condensate (k : ℝ) (X Y : ℝ → ℝ) (x : ℝ) : ℂ :=
  Complex.exp (((k * x : ℝ) : ℂ) * Complex.I) * ((X x : ℂ) + (Y x : ℂ) * Complex.I)

/-- The current state of wavenumber `k` (for `k ^ 2 ≤ 1`), with an amplitude modulation
`a cos (q x)` and a transverse, phase-like modulation `b sin (q x)`. -/
def modulated (k q a b : ℝ) : ℝ → ℂ :=
  condensate k (fun x => Real.sqrt (1 - k ^ 2) + a * Real.cos (q * x))
    (fun x => b * Real.sin (q * x))
```

The matrix `fluctuationMatrix k q` acts on $(a,b)$, and `cellMode L n` is $q=2\pi n/L$. The modulation is periodic in the cell, while $\psi$ itself may pick up the phase $kL$, so $kL$ need not be a multiple of $2\pi$.

```lean
/-- Fluctuation matrix of the current state `k` at modulation wavenumber `q`. -/
def fluctuationMatrix (k q : ℝ) : Matrix (Fin 2) (Fin 2) ℝ :=
  !![q ^ 2 + 2 * (1 - k ^ 2), 2 * k * q; 2 * k * q, q ^ 2]

/-- The `n`-th wavenumber `2 π n / L` of a periodic cell of length `L ≠ 0`. -/
def cellMode (L : ℝ) (n : ℕ) : ℝ := 2 * Real.pi * n / L
```

## The rotating frame, for every real k

The product rule gives

$$\psi'=e^{ikx}\big[(X'-kY)+i(Y'+kX)\big].$$

This needs only differentiable $X$ and $Y$, the hypotheses `hX` and `hY`. Lean differentiates the product and uses $i^2=-1$ to match the two sides.

```lean
/-- For `X` and `Y` differentiable at `x`, the gradient of the order parameter in the rotating frame
acquires the shifts `-k Y` and `k X`. -/
theorem hasDerivAt_condensate (k : ℝ) {X Y : ℝ → ℝ} {X' Y' x : ℝ}
    (hX : HasDerivAt X X' x) (hY : HasDerivAt Y Y' x) :
    HasDerivAt (condensate k X Y)
      (Complex.exp (((k * x : ℝ) : ℂ) * Complex.I) *
        (((X' - k * Y x : ℝ) : ℂ) + ((Y' + k * X x : ℝ) : ℂ) * Complex.I)) x := by
  have h0 : HasDerivAt (fun y : ℝ => k * y) k x := by
    simpa using (hasDerivAt_id' x).const_mul k
  refine ((h0.ofReal_comp.mul_const Complex.I).cexp.fun_mul
    (hX.ofReal_comp.fun_add (hY.ofReal_comp.mul_const Complex.I))).congr_deriv ?_
  push_cast
  linear_combination
    (Complex.exp ((k : ℂ) * (x : ℂ) * Complex.I) * k * Y x) * Complex.I_sq
```

## Modulations with Y = 0 at both ends: sin(qL) = 0

This condition makes $Y$ vanish at both ends, so a modulation with $|a|<f$ does not alter the imposed phase difference. By hand, it removes the harmonics $\cos(mqx)$, $m=1,\dots,4$, from the integral, since each integrates to $\sin(mqL)/(mq)=0$. Lean writes them as polynomials in $\cos qx$ and differentiates an explicit primitive whose oscillating part carries a factor $\sin qx$. The division by $q$ requires $q\ne0$.

If $\sin(qL)\neq0$, the energy contains the first-order term $2kfb\sin(qL)$, and for $0<k^2<1$ the purely quadratic and quartic formula below fails.

```lean
/-- If `q ≠ 0` and `sin (q L) = 0`, the first four cosine harmonics of `q`, written as
polynomials in `cos (q x)`, drop out of the integral over the cell. -/
theorem integral_harmonics {q L : ℝ} (hq : q ≠ 0) (hL : Real.sin (q * L) = 0)
    (P α β γ ε : ℝ) :
    ∫ x in (0 : ℝ)..L, (P + α * Real.cos (q * x) + β * (2 * Real.cos (q * x) ^ 2 - 1)
      + γ * (4 * Real.cos (q * x) ^ 3 - 3 * Real.cos (q * x))
      + ε * (8 * Real.cos (q * x) ^ 4 - 8 * Real.cos (q * x) ^ 2 + 1)) = P * L := by
  -- an explicit primitive, whose oscillating part is proportional to `sin (q x)`
  have h : ∀ x : ℝ, HasDerivAt (fun y => P * y + q⁻¹ * (Real.sin (q * y) *
      ((α - γ / 3) + Real.cos (q * y) * ((β - ε) + Real.cos (q * y) *
        (4 * γ / 3 + Real.cos (q * y) * (2 * ε))))))
      (P + α * Real.cos (q * x) + β * (2 * Real.cos (q * x) ^ 2 - 1)
      + γ * (4 * Real.cos (q * x) ^ 3 - 3 * Real.cos (q * x))
      + ε * (8 * Real.cos (q * x) ^ 4 - 8 * Real.cos (q * x) ^ 2 + 1)) x := by
    intro x
    have h0 : HasDerivAt (fun y : ℝ => q * y) q x := by
      simpa using (hasDerivAt_id' x).const_mul q
    have hc := h0.cos
    have h1 := (hc.mul_const (2 * ε)).const_add (4 * γ / 3)
    have h2 := (hc.fun_mul h1).const_add (β - ε)
    have h3 := (hc.fun_mul h2).const_add (α - γ / 3)
    refine (((hasDerivAt_id' x).const_mul P).fun_add
      ((h0.sin.fun_mul h3).const_mul q⁻¹)).congr_deriv ?_
    have hi : q⁻¹ * q = 1 := inv_mul_cancel₀ hq
    have hs : Real.sin (q * x) ^ 2 = 1 - Real.cos (q * x) ^ 2 := Real.sin_sq _
    generalize Real.sin (q * x) = s at *
    generalize Real.cos (q * x) = c at *
    linear_combination
      (c * ((α - γ / 3) + c * ((β - ε) + c * (4 * γ / 3 + c * (2 * ε))))
        - s ^ 2 * ((β - ε) + 8 * γ / 3 * c + 6 * ε * c ^ 2)) * hi
      - ((β - ε) + 8 * γ / 3 * c + 6 * ε * c ^ 2) * hs
  rw [intervalIntegral.integral_eq_sub_of_hasDerivAt (fun x _ => h x)
    (Continuous.intervalIntegrable (by fun_prop) _ _)]
  simp [hL]
```

## A real condensate amplitude: k² ≤ 1

The current state needs $f^2=1-k^2\ge0$; at $k^2=1$ its amplitude is zero. With $u=a^2\cos^2qx+b^2\sin^2qx$, the two parts of the energy density are

$$|\psi'|^2=(aq+kb)^2\sin^2qx+\big(kf+(bq+ka)\cos qx\big)^2,$$

$$1-|\psi|^2=k^2-2fa\cos qx-u .$$

Over the cell, $\cos qx$ and $u\cos qx$ average to zero, $\cos^2qx$ and $\sin^2qx$ to $\tfrac12$, and $u^2$ to $(3a^4+2a^2b^2+3b^4)/8$. The gradient part therefore averages to

$$k^2f^2+\tfrac12\big[(q^2+k^2)(a^2+b^2)+4kqab\big],$$

and the potential part to

$$\tfrac12k^4+f^2a^2-\tfrac12k^2(a^2+b^2)+\tfrac1{16}(3a^4+2a^2b^2+3b^4).$$

In the sum the terms $\tfrac12k^2(a^2+b^2)$ cancel. Subtracting the value at $a=b=0$ and multiplying by $L$ gives

$$\Delta E=\frac L2 Q(a,b)+\frac L{16}(3a^4+2a^2b^2+3b^4),$$

$$Q(a,b)=\big(q^2+2(1-k^2)\big)a^2+4kqab+q^2b^2 .$$

`fluctuation_form` identifies $Q$ with the quadratic form of the matrix, which is thus derived from the energy.

```lean
/-- The quadratic form of the fluctuation matrix in the modulation amplitudes `a`, `b`. -/
theorem fluctuation_form (k q a b : ℝ) :
    ![a, b] ⬝ᵥ fluctuationMatrix k q *ᵥ ![a, b]
      = (q ^ 2 + 2 * (1 - k ^ 2)) * a ^ 2 + 4 * k * q * a * b + q ^ 2 * b ^ 2 := by
  simp [fluctuationMatrix, Matrix.mulVec, dotProduct, Fin.sum_univ_two]
  ring
```

In `energy_excess`, `hf` is $f^2=1-k^2$, the only use of $k^2\le1$. The step `key` sorts the density into harmonics and applies the integral above. For $k^2>1$ Lean's square root returns zero, the reference state becomes $\psi=0$, and the identity fails.

```lean
/-- Exact energy cost of a modulation of the current state, for `k ^ 2 ≤ 1`, `q ≠ 0` and
`sin (q L) = 0`: the form of the fluctuation matrix plus a quartic term. -/
theorem energy_excess {k q L : ℝ} (hk : k ^ 2 ≤ 1) (hq : q ≠ 0)
    (hL : Real.sin (q * L) = 0) (a b : ℝ) :
    glEnergy L (modulated k q a b) - glEnergy L (modulated k q 0 0)
      = L / 2 * (![a, b] ⬝ᵥ fluctuationMatrix k q *ᵥ ![a, b])
        + L * (3 * a ^ 4 + 2 * a ^ 2 * b ^ 2 + 3 * b ^ 4) / 16 := by
  have hf : Real.sqrt (1 - k ^ 2) ^ 2 = 1 - k ^ 2 := Real.sq_sqrt (by linarith)
  have norm_frame : ∀ θ X Y : ℝ, ‖Complex.exp ((θ : ℂ) * Complex.I) *
      ((X : ℂ) + (Y : ℂ) * Complex.I)‖ ^ 2 = X ^ 2 + Y ^ 2 := by
    intro θ X Y
    rw [norm_mul, Complex.norm_exp_ofReal_mul_I, one_mul, Complex.sq_norm,
      Complex.normSq_add_mul_I]
  have key : ∀ a b : ℝ, glEnergy L (modulated k q a b)
      = (k ^ 2 * (1 - k ^ 2) + k ^ 4 / 2 + ((q ^ 2 + 2 * (1 - k ^ 2)) * a ^ 2
        + 4 * k * q * a * b + q ^ 2 * b ^ 2) / 2
        + (3 * a ^ 4 + 2 * a ^ 2 * b ^ 2 + 3 * b ^ 4) / 16) * L := by
    intro a b
    -- sort the energy density into harmonics of `q`
    refine Eq.trans ?_ (integral_harmonics hq hL _
      (2 * k * Real.sqrt (1 - k ^ 2) * b * q + 2 * Real.sqrt (1 - k ^ 2) * a * b ^ 2
        + 3 * Real.sqrt (1 - k ^ 2) * a * (a ^ 2 - b ^ 2) / 2)
      ((-(a ^ 2 - b ^ 2) * q ^ 2 + 2 * Real.sqrt (1 - k ^ 2) ^ 2 * a ^ 2
        + (a ^ 2 - b ^ 2) * b ^ 2 + (a ^ 2 - b ^ 2) ^ 2 / 2) / 2)
      (Real.sqrt (1 - k ^ 2) * a * (a ^ 2 - b ^ 2) / 2) ((a ^ 2 - b ^ 2) ^ 2 / 16))
    unfold glEnergy
    refine intervalIntegral.integral_congr fun x _ => ?_
    have hs : Real.sin (q * x) ^ 2 = 1 - Real.cos (q * x) ^ 2 := Real.sin_sq _
    have h0 : HasDerivAt (fun y : ℝ => q * y) q x := by
      simpa using (hasDerivAt_id' x).const_mul q
    have hX := (h0.cos.const_mul a).const_add (Real.sqrt (1 - k ^ 2))
    have hY := h0.sin.const_mul b
    have hd : ‖deriv (modulated k q a b) x‖ ^ 2
        = (a * (-Real.sin (q * x) * q) - k * (b * Real.sin (q * x))) ^ 2
          + (b * (Real.cos (q * x) * q)
            + k * (Real.sqrt (1 - k ^ 2) + a * Real.cos (q * x))) ^ 2 := by
      rw [modulated, (hasDerivAt_condensate k hX hY).deriv, norm_frame]
    have hn : ‖modulated k q a b x‖ ^ 2 = (Real.sqrt (1 - k ^ 2)
        + a * Real.cos (q * x)) ^ 2 + (b * Real.sin (q * x)) ^ 2 := norm_frame _ _ _
    have hp : 1 - ((Real.sqrt (1 - k ^ 2) + a * Real.cos (q * x)) ^ 2
        + (b * Real.sin (q * x)) ^ 2)
        = k ^ 2 - 2 * Real.sqrt (1 - k ^ 2) * a * Real.cos (q * x)
          - (b ^ 2 + (a ^ 2 - b ^ 2) * Real.cos (q * x) ^ 2) := by
      linear_combination -hf - b ^ 2 * hs
    simp only [hd, hn, hp]
    linear_combination (a * q + k * b) ^ 2 * hs + (k ^ 2 + a ^ 2) * hf
  rw [key a b, key 0 0, fluctuation_form]
  ring
```

## A genuine modulation: q ≠ 0

Completing the square gives

$$Q(a,b)=(qb+2ka)^2+(q^2+2-6k^2)a^2 .$$

If $6k^2-2\le q^2$, both terms are nonnegative. Conversely, $(a,b)=(q,-2k)$ removes the square and leaves $q^2(q^2+2-6k^2)$, which has the sign of the bracket because $q\neq0$. Lean tests the same vector in one direction and gives the same squares to `nlinarith` in the other.

At $q=0$ the matrix is $\mathrm{diag}(2(1-k^2),0)$. For $1/3<k^2\le1$ it is positive semidefinite although $6k^2-2>0$, so the equivalence fails there.

```lean
/-- At a wavenumber `q ≠ 0` the fluctuation matrix is positive semidefinite exactly when
`6 k ^ 2 - 2 ≤ q ^ 2`. -/
theorem posSemidef_iff {k q : ℝ} (hq : q ≠ 0) :
    (fluctuationMatrix k q).PosSemidef ↔ 6 * k ^ 2 - 2 ≤ q ^ 2 := by
  have hq2 : 0 < q ^ 2 := by positivity
  constructor
  · intro h
    -- test with the dangerous direction `(q, -2k)`
    have h1 := h.dotProduct_mulVec_nonneg ![q, -2 * k]
    rw [star_trivial, fluctuation_form] at h1
    have h2 : 0 ≤ q ^ 2 * (q ^ 2 + 2 - 6 * k ^ 2) := by linarith
    have h3 := (mul_nonneg_iff_of_pos_left hq2).mp h2
    linarith
  · intro h
    rw [Matrix.posSemidef_iff_dotProduct_mulVec]
    refine ⟨Matrix.IsHermitian.ext fun i j => by
      fin_cases i <;> fin_cases j <;> simp [fluctuationMatrix], fun x => ?_⟩
    have hx : x = ![x 0, x 1] := by
      ext i
      fin_cases i <;> rfl
    rw [star_trivial, hx, fluctuation_form]
    -- complete the square
    nlinarith [sq_nonneg (q * x 1 + 2 * k * x 0),
      mul_nonneg (sub_nonneg.2 h) (sq_nonneg (x 0))]
```

## A cell with L > 0 and modes n ≥ 1

These conditions make every `cellMode L n` nonzero. Since $(2\pi n/L)^2\ge(2\pi/L)^2$, the longest wavelength, $n=1$, decides. The proof takes $n=1$ for one direction and uses $n^2\ge1$ for the other. This matrix statement holds for every real $k$. Admitting $n=0$ would add the requirement $k^2\le1$, and so would change the result only for $k^2>1$.

```lean
/-- In a periodic cell of length `L > 0` all fluctuation matrices with `n ≥ 1` are positive
semidefinite if and only if `6 k ^ 2 - 2 ≤ (2 π / L) ^ 2`. -/
theorem cell_stable_iff {k L : ℝ} (hL : 0 < L) :
    (∀ n : ℕ, 1 ≤ n → (fluctuationMatrix k (cellMode L n)).PosSemidef)
      ↔ 6 * k ^ 2 - 2 ≤ (2 * Real.pi / L) ^ 2 := by
  have hne : ∀ n : ℕ, 1 ≤ n → cellMode L n ≠ 0 := by
    intro n hn
    have hn' : (0 : ℝ) < n := by exact_mod_cast hn
    have hpi := Real.pi_pos
    unfold cellMode
    positivity
  constructor
  · intro h
    have h1 := (posSemidef_iff (hne 1 le_rfl)).1 (h 1 le_rfl)
    simpa [cellMode] using h1
  · intro h n hn
    rw [posSemidef_iff (hne n hn)]
    have hn' : (1 : ℝ) ≤ n := by exact_mod_cast hn
    have e : cellMode L n = 2 * Real.pi / L * n := by
      unfold cellMode
      ring
    -- the longest wavelength is the most dangerous one
    rw [e, mul_pow]
    exact h.trans (le_mul_of_one_le_right (sq_nonneg _) (one_le_pow₀ hn'))
```

## Below threshold: q² < 6k² − 2

Here the matrix has a negative direction, and the quartic cost has to be beaten. Put $(a,b)=t(q,-2k)$, $D=q^2(6k^2-2-q^2)>0$ and $R=3q^4+8k^2q^2+48k^4$. Then

$$\Delta E=-\frac{Lt^2}{16}\,(8D-t^2R),$$

which is negative for small $t>0$. Lean takes $\tau=\min(1,8D/R)$, so that $t<\tau$ gives $t^2R\le tR<8D$. Without the threshold condition, $Q\ge0$ and no such lowering occurs.

```lean
/-- For `L > 0`, `k ^ 2 ≤ 1`, `q ≠ 0`, `sin (q L) = 0` and `q ^ 2 < 6 k ^ 2 - 2`, every
sufficiently weak modulation along `(q, -2k)` lowers the energy of the current state. -/
theorem unstable_direction {k q L : ℝ} (hL : 0 < L) (hk : k ^ 2 ≤ 1) (hq : q ≠ 0)
    (hqL : Real.sin (q * L) = 0) (h : q ^ 2 < 6 * k ^ 2 - 2) :
    ∃ τ > 0, ∀ t : ℝ, 0 < t → t < τ →
      glEnergy L (modulated k q (t * q) (t * (-2 * k)))
        < glEnergy L (modulated k q 0 0) := by
  have hD : 0 < q ^ 2 * (6 * k ^ 2 - 2 - q ^ 2) :=
    mul_pos (by positivity) (by linarith)
  have hR : 0 < 3 * q ^ 4 + 8 * k ^ 2 * q ^ 2 + 48 * k ^ 4 := by positivity
  refine ⟨min 1 (8 * (q ^ 2 * (6 * k ^ 2 - 2 - q ^ 2))
    / (3 * q ^ 4 + 8 * k ^ 2 * q ^ 2 + 48 * k ^ 4)),
    lt_min one_pos (div_pos (by linarith) hR), fun t ht htτ => ?_⟩
  have ht1 := htτ.trans_le (min_le_left _ _)
  have ht2 := (lt_div_iff₀ hR).1 (htτ.trans_le (min_le_right _ _))
  have ht3 : t ^ 2 ≤ t := by nlinarith
  have ht4 := mul_le_mul_of_nonneg_right ht3 hR.le
  have hE := energy_excess hk hq hqL (t * q) (t * (-2 * k))
  rw [fluctuation_form] at hE
  -- the negative quadratic term beats the quartic one
  have hpos : 0 < L * t ^ 2 / 16 * (8 * (q ^ 2 * (6 * k ^ 2 - 2 - q ^ 2))
      - t ^ 2 * (3 * q ^ 4 + 8 * k ^ 2 * q ^ 2 + 48 * k ^ 4)) :=
    mul_pos (by positivity) (by linarith)
  linarith
```

`energy_stable_iff` restates the criterion in terms of energy: for $k^2\le1$, no single mode $q=2\pi n/L$ with $n\ge1$, of any amplitude, lowers $E$ exactly when $6k^2-2\le(2\pi/L)^2$. One direction uses the vector above with $t=\tau/2$; the other adds the nonnegative quartic term to $Q\ge0$. Here $L>0$ also fixes the sign of $\Delta E$, because the integral changes sign for $L<0$.

```lean
/-- For `L > 0` and `k ^ 2 ≤ 1`, no modulation of wavenumber `2 π n / L` with `n ≥ 1` lowers the
energy of the current state if and only if `6 k ^ 2 - 2 ≤ (2 π / L) ^ 2`. -/
theorem energy_stable_iff {k L : ℝ} (hL : 0 < L) (hk : k ^ 2 ≤ 1) :
    (∀ n : ℕ, 1 ≤ n → ∀ a b : ℝ, glEnergy L (modulated k (cellMode L n) 0 0)
      ≤ glEnergy L (modulated k (cellMode L n) a b))
      ↔ 6 * k ^ 2 - 2 ≤ (2 * Real.pi / L) ^ 2 := by
  have hne : ∀ n : ℕ, 1 ≤ n → cellMode L n ≠ 0 := by
    intro n hn
    have hn' : (0 : ℝ) < n := by exact_mod_cast hn
    have hpi := Real.pi_pos
    unfold cellMode
    positivity
  have hsin : ∀ n : ℕ, Real.sin (cellMode L n * L) = 0 := by
    intro n
    have e : cellMode L n * L = ((2 * n : ℕ) : ℝ) * Real.pi := by
      rw [cellMode, div_mul_cancel₀ _ hL.ne']
      push_cast
      ring
    rw [e, Real.sin_nat_mul_pi]
  constructor
  · intro h
    by_contra hc
    have h1 : cellMode L 1 ^ 2 < 6 * k ^ 2 - 2 := by
      simpa [cellMode] using not_le.1 hc
    obtain ⟨τ, hτ, H⟩ := unstable_direction hL hk (hne 1 le_rfl) (hsin 1) h1
    exact absurd (h 1 le_rfl _ _)
      (not_le_of_gt (H (τ / 2) (by linarith) (by linarith)))
  · intro h n hn a b
    have h0 := ((cell_stable_iff hL).2 h n hn).dotProduct_mulVec_nonneg ![a, b]
    rw [star_trivial] at h0
    have hE := energy_excess hk (hne n hn) (hsin n) a b
    have h2 := mul_nonneg (half_pos hL).le h0
    have h4 : 0 ≤ L * (3 * a ^ 4 + 2 * a ^ 2 * b ^ 2 + 3 * b ^ 4) / 16 := by positivity
    linarith
```

## A finite critical length: k² > 1/3

Now $6k^2-2>0$, and taking the square root of the criterion gives

$$L\le L_c=\frac{2\pi}{\sqrt{6k^2-2}} .$$

`Real.sqrt_le_iff` does this step in Lean. For $k^2\le1/3$ the criterion holds at every length, so there is no finite $L_c$.

```lean
/-- For `k ^ 2 > 1 / 3` a cell of length `L > 0` has only positive semidefinite fluctuation
matrices with `n ≥ 1` exactly when `L ≤ 2 π / √(6 k ^ 2 - 2)`. -/
theorem critical_length {k L : ℝ} (hL : 0 < L) (hk : 1 / 3 < k ^ 2) :
    (∀ n : ℕ, 1 ≤ n → (fluctuationMatrix k (cellMode L n)).PosSemidef)
      ↔ L ≤ 2 * Real.pi / Real.sqrt (6 * k ^ 2 - 2) := by
  have hs : 0 < Real.sqrt (6 * k ^ 2 - 2) := Real.sqrt_pos.2 (by linarith)
  have hpi := Real.pi_pos
  rw [cell_stable_iff hL, le_div_iff₀ hs, ← le_div_iff₀' hL, Real.sqrt_le_iff]
  exact ⟨fun h => ⟨by positivity, h⟩, fun h => h.2⟩
```

Stability at all lengths is therefore equivalent to $k^2\le1/3$: for larger $k^2$, the proof tests a cell of length $2L_c$ and reaches the contradiction $2L_c\le L_c$.

```lean
/-- The fluctuation matrices with `n ≥ 1` are positive semidefinite in cells of every length
`L > 0` if and only if `k ^ 2 ≤ 1 / 3`. -/
theorem stable_all_lengths_iff (k : ℝ) :
    (∀ L : ℝ, 0 < L → ∀ n : ℕ, 1 ≤ n →
      (fluctuationMatrix k (cellMode L n)).PosSemidef) ↔ k ^ 2 ≤ 1 / 3 := by
  constructor
  · intro h
    by_contra hc
    have hk := not_le.1 hc
    have hL : 0 < 2 * Real.pi / Real.sqrt (6 * k ^ 2 - 2) :=
      div_pos (by linarith [Real.pi_pos]) (Real.sqrt_pos.2 (by linarith))
    -- a cell of twice the critical length reveals the instability
    have hL2 := mul_pos two_pos hL
    have h1 := (critical_length hL2 hk).1 (h _ hL2)
    linarith
  · intro hk L hL
    exact (cell_stable_iff hL).2 (by linarith [sq_nonneg (2 * Real.pi / L)])

end

end CurrentStateStability
```

```lean
#print axioms CurrentStateStability.energy_stable_iff
-- 'CurrentStateStability.energy_stable_iff' depends on axioms: [propext, Classical.choice, Quot.sound]
#print axioms CurrentStateStability.stable_all_lengths_iff
-- 'CurrentStateStability.stable_all_lengths_iff' depends on axioms: [propext, Classical.choice, Quot.sound]
```

For simulations of superconducting wires, this means that in the one-dimensional, field-free model a periodic cell shorter than $L_c$ can hide a long-wavelength instability of the kind associated with phase slips. The criterion concerns energy under one mode at a time; superposed modes and the time evolution of a phase slip would need a separate analysis.
